# Unless it starts at the solution, steepest descent with exact line search solves a symmetric positive definite system in one step or never

Take $A=\mathrm{diag}(1,2)$ and $b=(1,1)$, and start at $x_0=(0,0)$. The residual $r_k=b-Ax_k$ begins as $r_0=(1,1)$. Steepest descent moves along $r_k$ by the step length $a_k=\langle r_k,r_k\rangle/\langle r_k,Ar_k\rangle$, which changes the residual to $r_{k+1}=r_k-a_kAr_k$. Here $a_0=2/3$ and $r_1=(1/3,-1/3)$; then $a_1=2/3$ again and $r_2=(1/9,1/9)$. Two steps return the original direction, nine times shorter, so the residual shrinks forever without vanishing. With $b=(1,0)$ instead, $r_0$ is an eigenvector, $a_0=1$ and $r_1=0$.

In a harmonic model of structural relaxation around an energy minimum, with motions that cost no energy (such as rigid translations) left out, $A$ is a fixed positive definite Hessian and $r_k$ is the force. In exact arithmetic, steepest descent with this step length then brings a nonzero initial force to zero in one step or in no finite number of steps.

## The system and the iteration

```lean
import Mathlib

open scoped InnerProductSpace

namespace SteepestDescentTermination

noncomputable section

variable {E : Type*} [NormedAddCommGroup E] [InnerProductSpace ℝ E]
```

`E` is a real inner product space of any dimension, and `⟪x, y⟫_ℝ` is $\langle x,y\rangle$.

```lean
/-- A symmetric positive definite operator on a real inner product space. -/
structure IsSPD (A : E →ₗ[ℝ] E) : Prop where
  symm : ∀ x y, ⟪A x, y⟫_ℝ = ⟪x, A y⟫_ℝ
  pos : ∀ x, x ≠ 0 → 0 < ⟪x, A x⟫_ℝ
```

`A : E →ₗ[ℝ] E` is a linear map defined on all of `E`. `IsSPD A` says that $\langle Ax,y\rangle=\langle x,Ay\rangle$ for all $x,y$, and that $\langle x,Ax\rangle>0$ for $x\neq0$. The second condition makes the energy below curve upwards in every direction.

```lean
/-- A nonzero vector that `A` maps to a multiple of itself. -/
def IsEigenvector (A : E →ₗ[ℝ] E) (v : E) : Prop :=
  v ≠ 0 ∧ ∃ μ : ℝ, A v = μ • v
```

An eigenvector is a nonzero $v$ with $Av=\mu v$ for some real $\mu$. The zero vector is excluded.

```lean
/-- The residual `b - A x` of the linear system `A x = b`. -/
def residual (A : E →ₗ[ℝ] E) (b x : E) : E := b - A x
```

This is $r=b-Ax$, which is zero exactly when $x$ solves the system.

```lean
/-- The quadratic energy `⟨x, A x⟩ / 2 - ⟨b, x⟩`. -/
def energy (A : E →ₗ[ℝ] E) (b x : E) : ℝ := ⟪x, A x⟫_ℝ / 2 - ⟪b, x⟫_ℝ
```

This is $f(x)=\tfrac12\langle x,Ax\rangle-\langle b,x\rangle$. For symmetric $A$ its downhill direction is the residual.

```lean
/-- The step length `⟨r, r⟩ / ⟨r, A r⟩` along a residual `r`. -/
def stepLength (A : E →ₗ[ℝ] E) (r : E) : ℝ := ⟪r, r⟫_ℝ / ⟪r, A r⟫_ℝ
```

This is $a(r)=\langle r,r\rangle/\langle r,Ar\rangle$. For positive definite $A$ and $r\neq0$ the denominator is positive.

```lean
/-- One steepest-descent update of the point `x`. -/
def sdStep (A : E →ₗ[ℝ] E) (b x : E) : E :=
  x + stepLength A (residual A b x) • residual A b x
```

One update is $x'=x+a(r)\,r$.

```lean
/-- The steepest-descent iterates started at `x₀`. -/
def iterates (A : E →ₗ[ℝ] E) (b x₀ : E) : ℕ → E
  | 0 => x₀
  | k + 1 => sdStep A b (iterates A b x₀ k)
```

The sequence is $x_0$, then $x_{k+1}=x_k'$. It contains no stopping rule; "stopping" means that a residual is zero.

## The exact line search

```lean
/-- The line search is exact: along a nonzero residual, every other step length gives a
strictly higher energy than the steepest-descent update. -/
theorem exact_line_search {A : E →ₗ[ℝ] E} (hA : IsSPD A) (b x : E)
    (h0 : residual A b x ≠ 0) (t : ℝ) (ht : t ≠ stepLength A (residual A b x)) :
    energy A b (sdStep A b x) < energy A b (x + t • residual A b x) := by
  obtain ⟨r, hr⟩ : ∃ r, r = residual A b x := ⟨_, rfl⟩
  have hrr : ⟪residual A b x, r⟫_ℝ = ⟪b, r⟫_ℝ - ⟪A x, r⟫_ℝ := by
    rw [residual, inner_sub_left]
  rw [sdStep]
  rw [← hr] at h0 ht hrr ⊢
  -- the energy is a parabola in the step length
  have h : ∀ s : ℝ, energy A b (x + s • r)
      = energy A b x - s * ⟪r, r⟫_ℝ + s ^ 2 / 2 * ⟪r, A r⟫_ℝ := by
    intro s
    have h1 := hA.symm x r
    have h2 := real_inner_comm (A x) r
    simp only [energy, map_add, map_smul, inner_add_left, inner_add_right,
      real_inner_smul_left, real_inner_smul_right]
    rw [hrr, ← h1, ← h2]
    ring
  have hq := hA.pos r h0
  have hp : stepLength A r * ⟪r, A r⟫_ℝ = ⟪r, r⟫_ℝ := div_mul_cancel₀ _ hq.ne'
  have hd : t - stepLength A r ≠ 0 := sub_ne_zero.mpr ht
  have hs : 0 < ⟪r, A r⟫_ℝ * (t - stepLength A r) ^ 2 := by positivity
  rw [h, h, ← hp]
  nlinarith [hs]
```

In a Lean theorem the hypotheses stand before the final colon, the claim after it, and the proof after `:=`. This claim says that, for symmetric positive definite $A$, any step length $t\neq a$ along a nonzero residual gives a strictly higher energy than $a$ does.

By hand, expand $f(x+sr)$. Symmetry merges the two cross terms into $s\langle Ax,r\rangle$, which combines with $-s\langle b,r\rangle$ to give $-s\langle r,r\rangle$:
$$f(x+sr)=f(x)-s\langle r,r\rangle+\tfrac{s^2}{2}\langle r,Ar\rangle .$$
This parabola is `h` in the proof. Inserting $\langle r,r\rangle=a\langle r,Ar\rangle$ gives
$$f(x+tr)-f(x+ar)=\tfrac12\langle r,Ar\rangle(t-a)^2>0 .$$
The positivity is `hs`, and `nlinarith` draws the conclusion.

## One step, seen through the residual

```lean
/-- The update changes the residual `r` into `r - a A r`, where `a` is the step length. -/
theorem residual_step (A : E →ₗ[ℝ] E) (b x : E) :
    residual A b (sdStep A b x) =
      residual A b x - stepLength A (residual A b x) • A (residual A b x) := by
  change b - A (x + stepLength A (residual A b x) • residual A b x) =
    (b - A x) - stepLength A (residual A b x) • A (residual A b x)
  rw [map_add, map_smul, sub_sub]
```

By linearity, $r'=b-A(x+ar)=r-aAr$.

```lean
/-- Successive residuals are orthogonal. -/
theorem residual_orthogonal {A : E →ₗ[ℝ] E} (hA : IsSPD A) (b x : E) :
    ⟪residual A b (sdStep A b x), residual A b x⟫_ℝ = 0 := by
  rw [residual_step]
  by_cases h0 : residual A b x = 0
  · rw [h0, inner_zero_right]
  · rw [inner_sub_left, real_inner_smul_left, hA.symm, stepLength,
      div_mul_cancel₀ _ (hA.pos _ h0).ne', sub_self]
```

For symmetric positive definite $A$, successive residuals are orthogonal:
$$\langle r',r\rangle=\langle r,r\rangle-a\langle Ar,r\rangle=\langle r,r\rangle-a\langle r,Ar\rangle=0 .$$
The proof treats $r=0$ separately, since the cancellation in $a$ needs a nonzero denominator.

```lean
/-- From a point with nonzero residual, one step reaches the exact solution if and only if
the residual is an eigenvector. -/
theorem step_exact_iff {A : E →ₗ[ℝ] E} (hA : IsSPD A) (b x : E)
    (h0 : residual A b x ≠ 0) :
    A (sdStep A b x) = b ↔ IsEigenvector A (residual A b x) := by
  have hres : A (sdStep A b x) = b ↔ residual A b (sdStep A b x) = 0 := by
    rw [residual, sub_eq_zero, eq_comm]
  rw [hres, residual_step]
  generalize residual A b x = r at h0 ⊢
  constructor
  · intro h
    have h1 : r = stepLength A r • A r := sub_eq_zero.mp h
    have ha : stepLength A r ≠ 0 := by
      intro ha
      rw [ha, zero_smul] at h1
      exact h0 h1
    refine ⟨h0, (stepLength A r)⁻¹, ?_⟩
    calc A r = (stepLength A r)⁻¹ • (stepLength A r • A r) := by
          rw [smul_smul, inv_mul_cancel₀ ha, one_smul]
      _ = (stepLength A r)⁻¹ • r := by rw [← h1]
  · rintro ⟨-, μ, hμ⟩
    -- the step length is the inverse eigenvalue
    have hp : stepLength A r * ⟪r, A r⟫_ℝ = ⟪r, r⟫_ℝ :=
      div_mul_cancel₀ _ (hA.pos r h0).ne'
    have hrr : ⟪r, r⟫_ℝ ≠ 0 := fun h => h0 ((inner_self_eq_zero (𝕜 := ℝ)).mp h)
    have hq : ⟪r, A r⟫_ℝ = μ * ⟪r, r⟫_ℝ := by rw [hμ, real_inner_smul_right]
    rw [hq] at hp
    have h1 : stepLength A r * μ = 1 :=
      mul_right_cancel₀ hrr (by linear_combination hp)
    rw [hμ, smul_smul, h1, one_smul, sub_self]
```

For symmetric positive definite $A$ and $r\neq0$, the updated point solves the system if and only if $r$ is an eigenvector. The proof first rewrites "solves the system" as $r-aAr=0$, and `constructor` splits the equivalence into its two directions.

- Suppose $r=aAr$. Then $a\neq0$, since otherwise $r=0$. Hence $Ar=a^{-1}r$.
- Suppose $Ar=\mu r$. Then $\langle r,Ar\rangle=\mu\langle r,r\rangle$, so $a\mu\langle r,r\rangle=\langle r,r\rangle$ and $a\mu=1$. Hence $r-aAr=r-a\mu r=0$.

```lean
/-- The residual after a steepest-descent step is never an eigenvector. -/
theorem not_eigenvector_after_step {A : E →ₗ[ℝ] E} (hA : IsSPD A) (b x : E) :
    ¬ IsEigenvector A (residual A b (sdStep A b x)) := by
  rintro ⟨hne, μ, hμ⟩
  have horth := residual_orthogonal hA b x
  have hstep := residual_step A b x
  generalize residual A b (sdStep A b x) = r' at *
  -- symmetry moves `A` onto the new residual
  have h1 : ⟪r', A (residual A b x)⟫_ℝ = 0 := by
    rw [← hA.symm, hμ, real_inner_smul_left, horth, mul_zero]
  have h2 : ⟪r', r'⟫_ℝ = 0 := by
    calc ⟪r', r'⟫_ℝ = ⟪r', residual A b x
          - stepLength A (residual A b x) • A (residual A b x)⟫_ℝ := by rw [← hstep]
      _ = 0 := by rw [inner_sub_right, real_inner_smul_right, horth, h1, mul_zero, sub_zero]
  exact hne ((inner_self_eq_zero (𝕜 := ℝ)).mp h2)
```

For symmetric positive definite $A$, a step never produces an eigenvector as its new residual. Suppose $r'\neq0$ and $Ar'=\mu r'$. Symmetry and orthogonality give `h1`:
$$\langle r',Ar\rangle=\langle Ar',r\rangle=\mu\langle r',r\rangle=0 .$$
Replacing one factor $r'$ by $r-aAr$ gives `h2`:
$$\langle r',r'\rangle=\langle r',r\rangle-a\langle r',Ar\rangle=0 ,$$
so $r'=0$, a contradiction.

## One step or never

```lean
/-- Steepest descent with nonzero initial residual solves the system in one step if that
residual is an eigenvector, and otherwise has a nonzero residual at every step. -/
theorem one_step_or_never {A : E →ₗ[ℝ] E} (hA : IsSPD A) (b x₀ : E)
    (h0 : residual A b x₀ ≠ 0) :
    (IsEigenvector A (residual A b x₀) → A (iterates A b x₀ 1) = b) ∧
    (¬ IsEigenvector A (residual A b x₀) →
      ∀ k, residual A b (iterates A b x₀ k) ≠ 0) := by
  refine ⟨fun h => (step_exact_iff hA b x₀ h0).mpr h, fun hne k => ?_⟩
  -- carry along that no residual is an eigenvector
  have key : residual A b (iterates A b x₀ k) ≠ 0 ∧
      ¬ IsEigenvector A (residual A b (iterates A b x₀ k)) := by
    induction k with
    | zero => exact ⟨h0, hne⟩
    | succ k ih =>
      refine ⟨fun h => ih.2 ?_, not_eigenvector_after_step hA b _⟩
      exact (step_exact_iff hA b _ ih.1).mp (sub_eq_zero.mp h).symm
  exact key.1
```

Let $A$ be symmetric positive definite and $r_0\neq0$. If $r_0$ is an eigenvector, then $Ax_1=b$, by the equivalence for a single step. If it is not, then $r_k\neq0$ for every $k$.

The second part is an induction on a stronger statement, `key`: $r_k$ is nonzero and is not an eigenvector. This holds at $k=0$ by assumption. If $r_{k+1}$ were zero, the step from $x_k$ would have been exact, and $r_k$ would be an eigenvector, which the induction hypothesis `ih` forbids. That $r_{k+1}$ is not an eigenvector is the preceding theorem.

Symmetry is essential here. Take $A(x,y)=(x,\,x+y)$, which is not symmetric but satisfies $\langle v,Av\rangle=x^2+xy+y^2>0$ for $v=(x,y)\neq0$. With $b=(1,0)$ and $x_0=0$, the residual $r_0=(1,0)$ is not an eigenvector. The same iteration gives $a_0=1$ and $r_1=(0,-1)$, which is an eigenvector, so $r_2=0$: the method stops after exactly two steps.

## Two modes are enough

```lean
/-- If the initial residual is a sum of two eigenvectors with different eigenvalues, the
residual is nonzero at every step. -/
theorem two_modes_never_stop {A : E →ₗ[ℝ] E} (hA : IsSPD A) (b x₀ u v : E) (α β : ℝ)
    (hu0 : u ≠ 0) (hv0 : v ≠ 0) (hu : A u = α • u) (hv : A v = β • v) (hαβ : α ≠ β)
    (hr : residual A b x₀ = u + v) (k : ℕ) :
    residual A b (iterates A b x₀ k) ≠ 0 := by
  have huu : ⟪u, u⟫_ℝ ≠ 0 := fun h => hu0 ((inner_self_eq_zero (𝕜 := ℝ)).mp h)
  have hvv : ⟪v, v⟫_ℝ ≠ 0 := fun h => hv0 ((inner_self_eq_zero (𝕜 := ℝ)).mp h)
  -- eigenvectors of different eigenvalues are orthogonal
  have huv : ⟪u, v⟫_ℝ = 0 := by
    have h := hA.symm u v
    rw [hu, hv, real_inner_smul_left, real_inner_smul_right] at h
    have h' : (α - β) * ⟪u, v⟫_ℝ = 0 := by linear_combination h
    exact (mul_eq_zero.mp h').resolve_left (sub_ne_zero.mpr hαβ)
  have hvu : ⟪v, u⟫_ℝ = 0 := by rw [real_inner_comm, huv]
  refine (one_step_or_never hA b x₀ ?_).2 ?_ k
  · rw [hr]
    intro h
    have h1 : ⟪u, u + v⟫_ℝ = 0 := by rw [h, inner_zero_right]
    rw [inner_add_right, huv, add_zero] at h1
    exact huu h1
  · rw [hr]
    rintro ⟨-, μ, h⟩
    rw [map_add, hu, hv] at h
    have h1 := congrArg (fun w => ⟪u, w⟫_ℝ) h
    have h2 := congrArg (fun w => ⟪v, w⟫_ℝ) h
    simp only [inner_add_right, real_inner_smul_right, huv, hvu] at h1 h2
    have e1 : α = μ := mul_right_cancel₀ huu (by linear_combination h1)
    have e2 : β = μ := mul_right_cancel₀ hvv (by linear_combination h2)
    exact hαβ (e1.trans e2.symm)
```

Let $A$ again be symmetric positive definite, and let $r_0=u+v$, with $u,v$ nonzero, $Au=\alpha u$, $Av=\beta v$ and $\alpha\neq\beta$. Symmetry gives $(\alpha-\beta)\langle u,v\rangle=0$, so $u\perp v$. Then $\langle u,u+v\rangle=\langle u,u\rangle\neq0$, so $r_0\neq0$. If $A(u+v)=\mu(u+v)$, inner products with $u$ and with $v$ give $\alpha=\mu$ and $\beta=\mu$, a contradiction. Hence $r_0$ is not an eigenvector, and the "never" case applies.

```lean
/-- The operator `diag(1, 2)` on the Euclidean plane. -/
def diagOneTwo : EuclideanSpace ℝ (Fin 2) →ₗ[ℝ] EuclideanSpace ℝ (Fin 2) where
  toFun v := !₂[v 0, 2 * v 1]
  map_add' v w := by
    ext i
    fin_cases i <;> simp
    ring
  map_smul' c v := by
    ext i
    fin_cases i <;> simp
    ring
```

This is the opening matrix, $(v_0,v_1)\mapsto(v_0,2v_1)$, with components counted from 0. The notation `!₂[...]` writes a vector of the Euclidean plane, and the two remaining fields prove linearity.

```lean
/-- The operator `diag(1, 2)` is symmetric positive definite, and for `b = (1, 1)` steepest
descent from the origin has a nonzero residual at every step. -/
theorem never_stop_witness :
    IsSPD diagOneTwo ∧ ∀ k, residual diagOneTwo !₂[1, 1] (iterates diagOneTwo !₂[1, 1] 0 k) ≠ 0 := by
  have hA : IsSPD diagOneTwo := by
    refine ⟨fun x y => ?_, fun x hx => ?_⟩
    · simp [diagOneTwo, PiLp.inner_apply, Fin.sum_univ_two]
      ring
    · have e : ⟪x, diagOneTwo x⟫_ℝ = x 0 ^ 2 + 2 * x 1 ^ 2 := by
        simp [diagOneTwo, PiLp.inner_apply, Fin.sum_univ_two]
        ring
      have h : x 0 ≠ 0 ∨ x 1 ≠ 0 := by
        by_contra h
        rw [not_or, not_not, not_not] at h
        apply hx
        ext i
        fin_cases i <;> simp [h.1, h.2]
      rw [e]
      rcases h with h | h <;> positivity
  refine ⟨hA, two_modes_never_stop hA _ _ !₂[1, 0] !₂[0, 1] 1 2 ?_ ?_ ?_ ?_ (by norm_num) ?_⟩
  · intro h
    have h1 := congrArg (fun w : EuclideanSpace ℝ (Fin 2) => w 0) h
    simp at h1
  · intro h
    have h1 := congrArg (fun w : EuclideanSpace ℝ (Fin 2) => w 1) h
    simp at h1
  · ext i
    fin_cases i <;> simp [diagOneTwo]
  · ext i
    fin_cases i <;> simp [diagOneTwo]
  · ext i
    fin_cases i <;> simp [residual]

end

end SteepestDescentTermination
```

The opening example meets the hypotheses. Positivity follows from $\langle x,Ax\rangle=x_0^2+2x_1^2$, where $x_0,x_1$ are now the components of $x$. The two-mode theorem is then applied with $u=(1,0)$, $v=(0,1)$, $\alpha=1$ and $\beta=2$, and the remaining lines check its conditions component by component.

```lean
#print axioms SteepestDescentTermination.exact_line_search
-- 'SteepestDescentTermination.exact_line_search' depends on axioms: [propext, Classical.choice, Quot.sound]
#print axioms SteepestDescentTermination.one_step_or_never
-- 'SteepestDescentTermination.one_step_or_never' depends on axioms: [propext, Classical.choice, Quot.sound]
#print axioms SteepestDescentTermination.two_modes_never_stop
-- 'SteepestDescentTermination.two_modes_never_stop' depends on axioms: [propext, Classical.choice, Quot.sound]
```
